# A bound on joint concentration in sites and plane waves on a periodic grid

Take any complex signal on a periodic grid of $N$ sites, a set $T$ of sites and a set $W$ of wave numbers, and let $r$ be the square root of $|T||W|/N$. Then $1-r$ times the norm of the signal is at most the norm of its part off $T$ plus the norm of its part carried by plane waves outside $W$. When $r<1$, a signal of norm 1 therefore cannot have both parts arbitrarily small: their norms add up to at least $1-r$.

For a one-particle wavefunction on a finite one-dimensional periodic grid, this limits how well a few plane waves can localise it on a few sites. The theorems below concern the grid values only and do not treat an orbital in continuous space.

## Signals, bands and sites

Sites $x$ and wave numbers $k$ are both integers modulo $N$, with $N\ge 1$. The label $k$ is thus an integer, not the physical wave number $2\pi k/L$ of a cell of length $L$. A signal $f$ is a vector in `EuclideanSpace ℂ (ZMod N)`, with $\|f\|^2=\sum_x|f(x)|^2$ and no grid-spacing weight.

In Lean 4 with Mathlib:

```lean
import Mathlib

open Finset

namespace ApproximateConcentration

noncomputable section

variable {N : ℕ} [NeZero N]
```

The plane waves are $\varphi_k(x)=e^{2\pi i kx/N}/\sqrt N$; `ZMod.stdAddChar` supplies the exponential.

```lean
/-- The normalised discrete plane wave with wave number `k` on the periodic grid of `N` sites. -/
def planeWave (k : ZMod N) : EuclideanSpace ℂ (ZMod N) :=
  WithLp.toLp 2 fun x => ((√(N : ℝ) : ℝ) : ℂ)⁻¹ * ZMod.stdAddChar (k * x)
```

The inner product is conjugate-linear in its first argument, so $c_k=\langle\varphi_k,f\rangle$ is the amplitude of $\varphi_k$ in $f$. Write $P_Wf=\sum_{k\in W}c_k\varphi_k$, which is `bandPart W f`. The part outside the band is $P_{W^c}f$, where $W^c$ is the complement of $W$.

```lean
/-- The part of the signal `f` carried by the plane waves with wave number in `W`. -/
def bandPart (W : Finset (ZMod N)) (f : EuclideanSpace ℂ (ZMod N)) :
    EuclideanSpace ℂ (ZMod N) :=
  ∑ k ∈ W, (inner ℂ (planeWave k) f : ℂ) • planeWave k
```

Write $1_Tf$ for `restrict T f`. Despite its name, this remains a signal on the whole grid, with zeros off $T$.

```lean
/-- The signal `f` kept on the sites of `T` and set to zero elsewhere. -/
def restrict (T : Finset (ZMod N)) (f : EuclideanSpace ℂ (ZMod N)) :
    EuclideanSpace ℂ (ZMod N) :=
  WithLp.toLp 2 fun x => if x ∈ T then f x else 0
```

## (a) Overlaps of plane waves

Show that
$$\langle\varphi_k,\varphi_l\rangle=\delta_{kl}.$$

**Solution.** The overlap is $\frac1N\sum_x q^x$ with $q=e^{2\pi i(l-k)/N}$. If $k=l$, every term is 1 and the result is 1. Otherwise $q\neq1$ and $q^N=1$, so the geometric sum $(q^N-1)/(q-1)$ vanishes.

In the code, `hterm` computes the product at one site, and `hs` uses Mathlib's character sum in place of the geometric series.

```lean
/-- The discrete plane waves are orthonormal. -/
theorem planeWave_orthonormal : Orthonormal ℂ (planeWave (N := N)) := by
  rw [orthonormal_iff_ite]
  intro k l
  have hN : (N : ℂ) ≠ 0 := Nat.cast_ne_zero.mpr (NeZero.ne N)
  have hsq : ((√(N : ℝ) : ℝ) : ℂ) * ((√(N : ℝ) : ℝ) : ℂ) = (N : ℂ) := by
    rw [← Complex.ofReal_mul, Real.mul_self_sqrt (Nat.cast_nonneg N), Complex.ofReal_natCast]
  -- the overlap density is a multiple of the plane wave with the difference wave number
  have hterm : ∀ x : ZMod N, (inner ℂ (planeWave k x) (planeWave l x) : ℂ)
      = (N : ℂ)⁻¹ * ZMod.stdAddChar (x * (l - k)) := by
    intro x
    have h1 : x * (l - k) = l * x + -(k * x) := by ring
    rw [h1, AddChar.map_add_eq_mul, AddChar.map_neg_eq_conj, ← hsq, mul_inv]
    simp only [planeWave, RCLike.inner_apply, map_mul, map_inv₀, Complex.conj_ofReal]
    ring
  have hs : ∑ x : ZMod N, (ZMod.stdAddChar (x * (l - k)) : ℂ)
      = if l - k = 0 then (N : ℂ) else 0 := by
    rw [AddChar.sum_mulShift _ (ZMod.isPrimitive_stdAddChar N)]
    split_ifs <;> simp [ZMod.card]
  rw [PiLp.inner_apply, Finset.sum_congr rfl fun x _ => hterm x, ← Finset.mul_sum, hs]
  by_cases h : k = l
  · simp [h, hN]
  · have h' : l - k ≠ 0 := fun h0 => h (sub_eq_zero.mp h0).symm
    simp [h, h']
```

## (b) Modulus at a site

Show that, for all $k$ and $x$,
$$|\varphi_k(x)|=\frac1{\sqrt N}.$$

**Solution.** The exponential has modulus 1, which leaves the prefactor.

```lean
/-- A plane wave has the same modulus `1/√N` at every site. -/
theorem norm_planeWave_apply (k x : ZMod N) : ‖planeWave k x‖ = (√(N : ℝ))⁻¹ := by
  change ‖((√(N : ℝ) : ℝ) : ℂ)⁻¹ * ZMod.stdAddChar (k * x)‖ = _
  rw [norm_mul, norm_inv, Complex.norm_real, AddChar.norm_apply, mul_one,
    Real.norm_of_nonneg (Real.sqrt_nonneg _)]
```

## (c) Splitting by wave number

Show that
$$P_Wf+P_{W^c}f=f.$$

**Solution.** By (a) the $N$ plane waves are linearly independent. The space has dimension $N$, so they form an orthonormal basis and $f=\sum_kc_k\varphi_k$. Split this sum into $k\in W$ and $k\notin W$.

The dimension count is `hspan`, and `sum_repr'` gives the expansion.

```lean
/-- Every signal is the sum of its part inside the band `W` and its part outside. -/
theorem bandPart_add_compl (W : Finset (ZMod N)) (f : EuclideanSpace ℂ (ZMod N)) :
    bandPart W f + bandPart Wᶜ f = f := by
  -- `N` orthonormal vectors span the `N`-dimensional space
  have hspan : ⊤ ≤ Submodule.span ℂ (Set.range (planeWave (N := N))) :=
    (planeWave_orthonormal.linearIndependent.span_eq_top_of_card_eq_finrank' (by simp)).ge
  have h := (OrthonormalBasis.mk planeWave_orthonormal hspan).sum_repr' f
  simp only [OrthonormalBasis.coe_mk] at h
  unfold bandPart
  rw [Finset.sum_add_sum_compl]
  exact h
```

## (d) Norm of a restricted signal

Show that
$$\|1_Tf\|^2=\sum_{x\in T}|f(x)|^2.$$

**Solution.** In the sum over all sites, those off $T$ contribute zero.

```lean
/-- The squared norm of a restricted signal is the sum of its intensities over the kept sites. -/
theorem norm_sq_restrict (T : Finset (ZMod N)) (f : EuclideanSpace ℂ (ZMod N)) :
    ‖restrict T f‖ ^ 2 = ∑ x ∈ T, ‖f x‖ ^ 2 := by
  rw [EuclideanSpace.norm_sq_eq]
  calc ∑ x, ‖restrict T f x‖ ^ 2 = ∑ x, if x ∈ T then ‖f x‖ ^ 2 else 0 := by
        refine Finset.sum_congr rfl fun x _ => ?_
        by_cases h : x ∈ T <;> simp [restrict, h]
    _ = ∑ x ∈ T, ‖f x‖ ^ 2 := by simp [Finset.sum_ite_mem]
```

## (e) Band first, then sites

Show that
$$\|1_TP_Wf\|\le r\,\|f\|,\qquad r=\sqrt{|T||W|/N}.$$

**Solution.** By (b), $|P_Wf(x)|\le\frac1{\sqrt N}\sum_{k\in W}|c_k|$. Cauchy–Schwarz and then Bessel's inequality give
$$\Big(\sum_{k\in W}|c_k|\Big)^2\le|W|\sum_{k\in W}|c_k|^2\le|W|\,\|f\|^2.$$
Hence $|P_Wf(x)|^2\le|W|\|f\|^2/N$ at every site. Summing over $T$ with (d) gives $\|1_TP_Wf\|^2\le r^2\|f\|^2$, and taking roots finishes.

The displayed estimate is `hsum`, and the bound at each site is `hpt`.

```lean
/-- Projecting a signal onto the band `W` and then restricting it to the sites `T` gives a signal
whose norm is at most `√(|T||W|/N)` times the original norm. -/
theorem norm_restrict_bandPart_le (T W : Finset (ZMod N)) (f : EuclideanSpace ℂ (ZMod N)) :
    ‖restrict T (bandPart W f)‖ ≤ √((T.card : ℝ) * W.card / N) * ‖f‖ := by
  -- Cauchy-Schwarz and Bessel for the plane-wave amplitudes
  have hsum : (∑ k ∈ W, ‖(inner ℂ (planeWave k) f : ℂ)‖) ^ 2 ≤ (W.card : ℝ) * ‖f‖ ^ 2 := by
    refine sq_sum_le_card_mul_sum_sq.trans
      (mul_le_mul_of_nonneg_left ?_ (Nat.cast_nonneg _))
    apply Orthonormal.sum_inner_products_le
    exact planeWave_orthonormal
  have hpt : ∀ x, ‖bandPart W f x‖ ^ 2 ≤ (W.card : ℝ) * ‖f‖ ^ 2 / N := by
    intro x
    have hx : bandPart W f x = ∑ k ∈ W, (inner ℂ (planeWave k) f : ℂ) * planeWave k x := by
      simp [bandPart]
    have h1 : ‖bandPart W f x‖
        ≤ (∑ k ∈ W, ‖(inner ℂ (planeWave k) f : ℂ)‖) * (√(N : ℝ))⁻¹ := by
      rw [hx, Finset.sum_mul]
      refine (norm_sum_le _ _).trans (le_of_eq (Finset.sum_congr rfl fun k _ => ?_))
      rw [norm_mul, norm_planeWave_apply]
    calc ‖bandPart W f x‖ ^ 2
        ≤ ((∑ k ∈ W, ‖(inner ℂ (planeWave k) f : ℂ)‖) * (√(N : ℝ))⁻¹) ^ 2 :=
          pow_le_pow_left₀ (norm_nonneg _) h1 2
      _ = (∑ k ∈ W, ‖(inner ℂ (planeWave k) f : ℂ)‖) ^ 2 / N := by
          rw [mul_pow, inv_pow, Real.sq_sqrt (Nat.cast_nonneg N), div_eq_mul_inv]
      _ ≤ (W.card : ℝ) * ‖f‖ ^ 2 / N := by gcongr
  -- add up the intensities over `T`
  refine (sq_le_sq₀ (norm_nonneg _) (by positivity)).mp ?_
  rw [norm_sq_restrict, mul_pow, Real.sq_sqrt (by positivity)]
  refine (Finset.sum_le_card_nsmul T _ _ fun x _ => hpt x).trans (le_of_eq ?_)
  rw [nsmul_eq_mul]
  ring
```

## (f) The concentration inequality

Show that, for all $T$, $W$ and $f$,
$$(1-r)\|f\|\le\|1_{T^c}f\|+\|P_{W^c}f\|.$$

**Solution.** Split $f$ by site, then use (c) on $T$:
$$f=1_{T^c}f+1_TP_Wf+1_TP_{W^c}f.$$
Apply the triangle inequality. The second term is at most $r\|f\|$ by (e). The third is at most $\|P_{W^c}f\|$, because setting values to zero cannot increase the norm. Move $r\|f\|$ to the left.

These steps are `hsplit`, `h1` and `h2` for the triangle inequality, `h3` for (e), and `hcontr`; `linarith` combines them. No condition on $r$ is assumed, but for $r\ge1$ the left side is not positive and the inequality carries no information.

In the smallest case, $N=1$ with $T=W=\{0\}$, we have $r=1$ and both sides are zero. With one site and one wave number on a larger grid, $r=1/\sqrt N$, so the factor $1-r$ tends to 1 as $N$ grows.

```lean
/-- Approximate concentration: with `r = √(|T||W|/N)`, the norm of any signal times `1 - r` is at
most the norm of its part off the sites `T` plus the norm of its part outside the band `W`. -/
theorem approximate_concentration (T W : Finset (ZMod N)) (f : EuclideanSpace ℂ (ZMod N)) :
    (1 - √((T.card : ℝ) * W.card / N)) * ‖f‖ ≤ ‖restrict Tᶜ f‖ + ‖bandPart Wᶜ f‖ := by
  have hsplit : f = restrict Tᶜ f + (restrict T (bandPart W f) + restrict T (bandPart Wᶜ f)) := by
    ext x
    have hx : f x = bandPart W f x + bandPart Wᶜ f x :=
      congrArg (fun g : EuclideanSpace ℂ (ZMod N) => g x) (bandPart_add_compl W f).symm
    by_cases h : x ∈ T
    · simpa [restrict, h] using hx
    · simp [restrict, h]
  -- restriction to `T` does not increase the norm
  have hcontr : ‖restrict T (bandPart Wᶜ f)‖ ≤ ‖bandPart Wᶜ f‖ := by
    refine (sq_le_sq₀ (norm_nonneg _) (norm_nonneg _)).mp ?_
    rw [norm_sq_restrict, EuclideanSpace.norm_sq_eq]
    exact Finset.sum_le_sum_of_subset_of_nonneg (Finset.subset_univ T)
      fun x _ _ => sq_nonneg _
  have h1 := norm_add_le (restrict Tᶜ f)
    (restrict T (bandPart W f) + restrict T (bandPart Wᶜ f))
  rw [← hsplit] at h1
  have h2 := norm_add_le (restrict T (bandPart W f)) (restrict T (bandPart Wᶜ f))
  have h3 := norm_restrict_bandPart_le T W f
  linarith
```

## (g) An uncertainty principle that counts

Let $f\ne0$, $\|1_{T^c}f\|\le\varepsilon\|f\|$, $\|P_{W^c}f\|\le\eta\|f\|$ and $\varepsilon+\eta\le1$. Show that
$$N(1-\varepsilon-\eta)^2\le|T||W|.$$

**Solution.** Insert the two bounds in (f) and divide by $\|f\|>0$ to get $1-\varepsilon-\eta\le r$. The left side is nonnegative, so squaring keeps the order. Multiply by $N$.

This principle counts sites and wave numbers; it does not involve standard deviations. The fractions refer to the norm, so $\varepsilon=0.1$ allows 1% of the intensity off $T$.

```lean
/-- Approximate uncertainty principle: if a nonzero signal has at most a fraction `ε` of its norm
off `T` and at most a fraction `η` outside the band `W`, with `ε + η ≤ 1`, then
`N (1 - ε - η)² ≤ |T||W|`. -/
theorem approximate_uncertainty (T W : Finset (ZMod N)) (f : EuclideanSpace ℂ (ZMod N))
    (hf : f ≠ 0) {ε η : ℝ} (hT : ‖restrict Tᶜ f‖ ≤ ε * ‖f‖)
    (hW : ‖bandPart Wᶜ f‖ ≤ η * ‖f‖) (hεη : ε + η ≤ 1) :
    (N : ℝ) * (1 - ε - η) ^ 2 ≤ (T.card : ℝ) * W.card := by
  have hN : (0 : ℝ) < N := Nat.cast_pos.mpr (NeZero.pos N)
  have hr : 1 - ε - η ≤ √((T.card : ℝ) * W.card / N) := by
    refine le_of_mul_le_mul_right ?_ (norm_pos_iff.mpr hf)
    linarith [approximate_concentration T W f]
  have h2 := pow_le_pow_left₀ (by linarith) hr 2
  rw [Real.sq_sqrt (by positivity), le_div_iff₀ hN] at h2
  linarith
```

## (h) Stability when samples are missing

Let $r<1$, $P_Wf=f$ and $P_Wg=g$. Show that
$$\|f-g\|\le\frac{\|1_{T^c}(f-g)\|}{1-r}.$$

**Solution.** By linearity $P_W(f-g)=f-g$ (`hband`), so (c) gives $P_{W^c}(f-g)=0$ (`hout`). Apply (f) to $f-g$ and divide by $1-r>0$.

Two signals in the known band $W$ that agree off $T$ are therefore equal. If $f$ is the true signal and $g$ a reconstruction that also lies in the band, the theorem bounds the error of $g$; it supplies no algorithm for finding $g$.

```lean
/-- If `√(|T||W|/N) < 1`, the difference of two signals in the band `W` has norm at most
`1/(1 - √(|T||W|/N))` times the norm of its part off the sites `T`. -/
theorem stable_recovery (T W : Finset (ZMod N)) (f g : EuclideanSpace ℂ (ZMod N))
    (hr : √((T.card : ℝ) * W.card / N) < 1) (hf : bandPart W f = f) (hg : bandPart W g = g) :
    ‖f - g‖ ≤ ‖restrict Tᶜ (f - g)‖ / (1 - √((T.card : ℝ) * W.card / N)) := by
  have hband : bandPart W (f - g) = f - g := by
    have h : bandPart W (f - g) = bandPart W f - bandPart W g := by
      simp only [bandPart, inner_sub_right, sub_smul, Finset.sum_sub_distrib]
    rw [h, hf, hg]
  have hout : bandPart Wᶜ (f - g) = 0 := by
    have h := bandPart_add_compl W (f - g)
    rw [hband] at h
    exact left_eq_add.mp h.symm
  have h := approximate_concentration T W (f - g)
  rw [hout, norm_zero, add_zero] at h
  rw [le_div_iff₀ (by linarith)]
  linarith
```

## (i) A case of equality in (e)

Let $T=\{0\}$ and $g=\sum_{k\in W}\varphi_k$. Show that
$$\|1_{\{0\}}P_Wg\|=\sqrt{|W|/N}\;\|g\|.$$

**Solution.** By (a), $\langle\varphi_k,g\rangle=1$ for $k\in W$, so $P_Wg=g$ and $\|g\|^2=|W|$. At site 0 all the waves are in phase and $g(0)=|W|/\sqrt N$. Both sides equal $|W|/\sqrt N$.

The code keeps $g$ unnormalised. For nonempty $W$, the unit vector $g/\sqrt{|W|}$ has intensity $|W|/N$ at site 0. The equality concerns the bound in (e), not the inequality in (f).

The facts `hin`, `hband`, `hnorm` and `hzero` follow the solution in order, and the last lines compare squares.

```lean
/-- For the single site `0` and any band `W`, the sum of the plane waves in `W` attains equality in
the bound on projection followed by restriction. -/
theorem norm_restrict_bandPart_sharp (W : Finset (ZMod N)) :
    ‖restrict {0} (bandPart W (∑ k ∈ W, planeWave k))‖
      = √((({0} : Finset (ZMod N)).card : ℝ) * W.card / N) * ‖∑ k ∈ W, planeWave k‖ := by
  have hin : ∀ k ∈ W, (inner ℂ (planeWave k) (∑ j ∈ W, planeWave j) : ℂ) = 1 := by
    intro k hk
    rw [inner_sum, Finset.sum_congr rfl fun j _ =>
      orthonormal_iff_ite.mp planeWave_orthonormal k j]
    simp [hk]
  have hband : bandPart W (∑ k ∈ W, planeWave k) = ∑ k ∈ W, planeWave k := by
    unfold bandPart
    exact Finset.sum_congr rfl fun k hk => by rw [hin k hk, one_smul]
  have hnorm : ‖∑ k ∈ W, planeWave k‖ ^ 2 = (W.card : ℝ) := by
    have h := inner_self_eq_norm_sq_to_K (𝕜 := ℂ) (∑ k ∈ W, planeWave k)
    rw [sum_inner, Finset.sum_congr rfl hin, Finset.sum_const, nsmul_eq_mul, mul_one] at h
    refine Complex.ofReal_inj.mp ?_
    rw [Complex.ofReal_pow, Complex.ofReal_natCast]
    exact h.symm
  -- all waves are in phase at the site `0`
  have hzero : (∑ k ∈ W, planeWave k : EuclideanSpace ℂ (ZMod N)) 0
      = (W.card : ℂ) * ((√(N : ℝ) : ℝ) : ℂ)⁻¹ := by
    simp [planeWave]
  refine (sq_eq_sq₀ (norm_nonneg _) (by positivity)).mp ?_
  rw [hband, norm_sq_restrict, Finset.sum_singleton, hzero, mul_pow, hnorm,
    Real.sq_sqrt (by positivity), norm_mul, norm_inv, Complex.norm_real, Complex.norm_natCast,
    Real.norm_of_nonneg (Real.sqrt_nonneg _), mul_pow, inv_pow,
    Real.sq_sqrt (Nat.cast_nonneg N), Finset.card_singleton, Nat.cast_one]
  ring

end

end ApproximateConcentration
```

```lean
#print axioms ApproximateConcentration.approximate_concentration
#print axioms ApproximateConcentration.approximate_uncertainty
#print axioms ApproximateConcentration.stable_recovery
#print axioms ApproximateConcentration.norm_restrict_bandPart_sharp
```

```
'ApproximateConcentration.approximate_concentration' depends on axioms: [propext, Classical.choice, Quot.sound]
'ApproximateConcentration.approximate_uncertainty' depends on axioms: [propext, Classical.choice, Quot.sound]
'ApproximateConcentration.stable_recovery' depends on axioms: [propext, Classical.choice, Quot.sound]
'ApproximateConcentration.norm_restrict_bandPart_sharp' depends on axioms: [propext, Classical.choice, Quot.sound]
```
